# Divergence of the primitive hydrogen path integral in a ball about the nucleus

Let $P\ge 1$ be the number of beads in a closed ring polymer that represents one electron in imaginary time. The nucleus is fixed at the origin. In Lean, `[NeZero P]` expresses $P\ge1$, and a configuration is a map `Fin P → Space` with beads $x_0,\dots,x_{P-1}\in\mathbb R^3$.

```lean
import Mathlib

open MeasureTheory Metric Filter

noncomputable section

namespace PrimitiveHydrogen

/-- Three-dimensional position space of one bead. -/
abbrev Space := EuclideanSpace ℝ (Fin 3)
```

The index $j+1$ is taken modulo $P$, which closes the ring. The spring sum is
$$S(x)=\sum_{j}\|x_{j+1}-x_j\|^2 .$$

```lean
/-- The sum of squared distances between neighbouring beads of a closed ring polymer. -/
def spring {P : ℕ} [NeZero P] (x : Fin P → Space) : ℝ :=
  ∑ j, ‖x (j + 1) - x j‖ ^ 2
```

For a one-particle potential $V$, the primitive weight is
$$W(x)=\exp\Big(-kS(x)-\tau\sum_j V(x_j)\Big).$$
The constant $k$ stands for the kinetic energy: for a particle of mass $m$ and imaginary-time step $\Delta$ (an inverse energy) it is $m/(2\hbar^2\Delta)$. The parameter $\tau$ is the time step in units that absorb the Coulomb strength. The file treats $k$ and $\tau$ as independent real numbers, so the physical relation between them is a special case.

```lean
/-- The primitive path-integral weight with spring constant `k`, time step `τ` and
potential `V`. -/
def weight {P : ℕ} [NeZero P] (k τ : ℝ) (V : Space → ℝ) (x : Fin P → Space) : ℝ :=
  Real.exp (-k * spring x - τ * ∑ j, V (x j))
```

The cell confines every bead to the open ball of radius $R$ about the nucleus.

```lean
/-- The configurations with every bead in the open ball of radius `R` about the nucleus. -/
def cell (P : ℕ) (R : ℝ) : Set (Fin P → Space) :=
  Set.univ.pi fun _ => ball 0 R
```

The partition function $Z_P(V)$ is the Lebesgue integral of $W$ over the cell, without the positive free-particle prefactor. It takes values in $[0,\infty]$, where Lean writes `⊤` for $\infty$. Its dependence on $k$, $\tau$ and $R$ is understood.

```lean
/-- The discretized partition function of the cell, up to the free-particle prefactor,
as an integral with values in `[0, ∞]`. -/
def partitionFunction (P : ℕ) [NeZero P] (k τ R : ℝ) (V : Space → ℝ) : ENNReal :=
  ∫⁻ x in cell P R, ENNReal.ofReal (weight k τ V x)
```

Two potentials occur, the Coulomb potential $V_C(y)=-1/\|y\|$ and its softened form $V_a(y)=-1/\sqrt{\|y\|^2+a^2}$. Lean assigns $V_C(0)$ the value $0$, which affects only a set of configurations of volume zero.

```lean
/-- The attractive Coulomb potential of the nucleus in reduced units, meant for `y ≠ 0`. -/
def coulomb (y : Space) : ℝ := -(1 / ‖y‖)

/-- The Coulomb potential softened at the length `a`, meant for `a ≠ 0`. -/
def softCoulomb (a : ℝ) (y : Space) : ℝ := -(1 / Real.sqrt (‖y‖ ^ 2 + a ^ 2))
```

## (a) The springs in a bounded cell

Show that every configuration in the cell satisfies
$$|kS(x)|\le |k|\,P(2R)^2 .$$

**Solution.** Each bead has $\|x_j\|<R$, so the triangle inequality gives $\|x_{j+1}-x_j\|\le\|x_{j+1}\|+\|x_j\|<2R$. Squaring and adding $P$ terms gives $0\le S(x)\le P(2R)^2$. Multiplication by $|k|$ finishes the estimate, whatever the sign of $k$. In the code, `h1` is the upper bound on the sum and `h0` says that the sum is non-negative.

```lean
/-- In a cell of radius `R` the spring exponent is at most `|k| P (2R)²` in magnitude. -/
theorem abs_spring_le {P : ℕ} [NeZero P] (k : ℝ) {R : ℝ} {x : Fin P → Space}
    (hx : x ∈ cell P R) : |k * spring x| ≤ |k| * (P * (2 * R) ^ 2) := by
  have hnorm : ∀ j, ‖x j‖ < R := fun j => mem_ball_zero_iff.mp (hx j (Set.mem_univ j))
  have h0 : 0 ≤ spring x := Finset.sum_nonneg fun j _ => sq_nonneg _
  have h1 : spring x ≤ P * (2 * R) ^ 2 := by
    calc spring x ≤ ∑ _j : Fin P, (2 * R) ^ 2 := by
          refine Finset.sum_le_sum fun j _ => ?_
          refine pow_le_pow_left₀ (norm_nonneg _) ?_ 2
          linarith [norm_sub_le (x (j + 1)) (x j), hnorm j, hnorm (j + 1)]
      _ = P * (2 * R) ^ 2 := by
          rw [Finset.sum_const, Finset.card_univ, Fintype.card_fin, nsmul_eq_mul]
  rw [abs_mul, abs_of_nonneg h0]
  exact mul_le_mul_of_nonneg_left h1 (abs_nonneg k)
```

## (b) The contribution of a collapsed ring

Let $\tau>0$ and $0<\varepsilon\le R$, and let $v$ be the volume of the unit ball. Show that
$$e^{\tau P/\varepsilon-|k|P(2R)^2}\,(\varepsilon^3v)^P\le Z_P(V_C).$$

**Solution.** Keep only the configurations with $0<\|x_j\|<\varepsilon$ for all $j$. The code calls the set of these configurations `S`, which is not the spring sum $S(x)$. The set lies in the cell. Each bead has available volume $\varepsilon^3v$, since removing the centre removes nothing of positive volume, so the total volume is $(\varepsilon^3v)^P$.

On this set $1/\|x_j\|>1/\varepsilon$, hence $-\tau\sum_jV_C(x_j)\ge\tau P/\varepsilon$. By (a), $-kS(x)\ge-|k|P(2R)^2$. The weight is therefore at least the exponential in the claim. Integrating this constant over the set gives the left side, and the rest of the cell adds a non-negative amount.

The steps `hvol` and `hpoint` are the volume and the pointwise bound; the final `calc` block integrates and enlarges the domain.

```lean
/-- Configurations with all beads within `ε` of the nucleus bound the hydrogen partition
function from below by a Boltzmann factor times their volume. -/
theorem collapse_bound {P : ℕ} [NeZero P] (k : ℝ) {τ ε R : ℝ} (hτ : 0 < τ)
    (hε : 0 < ε) (hεR : ε ≤ R) :
    ENNReal.ofReal (Real.exp (τ * (P / ε) - |k| * (P * (2 * R) ^ 2))) *
      (ENNReal.ofReal (ε ^ 3) * volume (ball (0 : Space) 1)) ^ P
      ≤ partitionFunction P k τ R coulomb := by
  -- the nucleus itself is removed, which does not change the volume
  set S : Set (Fin P → Space) := Set.univ.pi fun _ => ball 0 ε \ {0} with hS
  have hvol : volume S = (ENNReal.ofReal (ε ^ 3) * volume (ball (0 : Space) 1)) ^ P := by
    rw [hS, volume_pi_pi, Finset.prod_const, Finset.card_univ, Fintype.card_fin,
      measure_sdiff_null (measure_singleton _), Measure.addHaar_ball _ _ hε.le,
      finrank_euclideanSpace_fin]
  have hsub : S ⊆ cell P R := fun x hx j hj => ball_subset_ball hεR (hx j hj).1
  have hmeas : MeasurableSet S :=
    MeasurableSet.univ_pi fun _ => measurableSet_ball.diff (measurableSet_singleton 0)
  have hpoint : ∀ x ∈ S,
      ENNReal.ofReal (Real.exp (τ * (P / ε) - |k| * (P * (2 * R) ^ 2)))
        ≤ ENNReal.ofReal (weight k τ coulomb x) := by
    intro x hx
    refine ENNReal.ofReal_le_ofReal (Real.exp_le_exp.mpr ?_)
    have h1 := (abs_le.mp (abs_spring_le k (hsub hx))).2
    have h2 : ∑ j, coulomb (x j) ≤ -(P / ε) := by
      calc ∑ j, coulomb (x j) ≤ ∑ _j : Fin P, -(1 / ε) := by
            refine Finset.sum_le_sum fun j _ => ?_
            have hj := hx j (Set.mem_univ j)
            exact neg_le_neg (one_div_le_one_div_of_le (norm_pos_iff.mpr hj.2)
              (mem_ball_zero_iff.mp hj.1).le)
        _ = -(P / ε) := by
            rw [Finset.sum_const, Finset.card_univ, Fintype.card_fin, nsmul_eq_mul]
            ring
    have h3 := mul_le_mul_of_nonneg_left h2 hτ.le
    linarith
  calc _ = ∫⁻ _ in S,
        ENNReal.ofReal (Real.exp (τ * (P / ε) - |k| * (P * (2 * R) ^ 2))) := by
        rw [setLIntegral_const, hvol]
    _ ≤ ∫⁻ x in S, ENNReal.ofReal (weight k τ coulomb x) := setLIntegral_mono' hmeas hpoint
    _ ≤ _ := lintegral_mono_set hsub
```

## (c) Energy against volume

Let $\tau>0$ and $R>0$. Show that
$$Z_P(V_C)=\infty .$$

**Solution.** Set $s=\tau P/\varepsilon$ in (b). The condition $\varepsilon\le R$ becomes $s\ge\tau P/R$, and the bound reads
$$Z_P(V_C)\ge e^{-|k|P(2R)^2}(\tau P)^{3P}v^P\,\frac{e^s}{s^{3P}} .$$
The prefactor is positive and independent of $s$, while $e^s/s^{3P}\to\infty$ as $s\to\infty$. So $Z_P(V_C)$ exceeds every finite number.

The smallest case, $P=1$, shows the mechanism directly. The only bead is its own neighbour, so $S=0$, and with $u=1/r$
$$Z_1(V_C)=4\pi\int_0^R e^{\tau/r}r^2\,dr=4\pi\int_{1/R}^{\infty}\frac{e^{\tau u}}{u^4}\,du=\infty .$$

In the code, `hlim` is the limit of the lower bound, and `le_of_tendsto` carries the inequality, valid for all large $s$, to that limit.

```lean
/-- The primitive hydrogen partition function is infinite in a cell of any positive radius,
for any number of beads and any positive time step. -/
theorem hydrogen_eq_top (P : ℕ) [NeZero P] (k : ℝ) {τ R : ℝ} (hτ : 0 < τ) (hR : 0 < R) :
    partitionFunction P k τ R coulomb = ⊤ := by
  have hP : (0 : ℝ) < P := Nat.cast_pos.mpr (NeZero.pos P)
  have ha : 0 < τ * P := mul_pos hτ hP
  have hv : volume (ball (0 : Space) 1) ^ P ≠ 0 :=
    pow_ne_zero _ (measure_ball_pos volume _ one_pos).ne'
  have hc : 0 < Real.exp (-(|k| * (P * (2 * R) ^ 2))) * (τ * P) ^ (3 * P) := by positivity
  -- the exponential beats the shrinking volume
  have hlim := ENNReal.Tendsto.mul_const (b := volume (ball (0 : Space) 1) ^ P)
    (ENNReal.tendsto_ofReal_atTop.comp
      ((Real.tendsto_exp_div_pow_atTop (3 * P)).const_mul_atTop hc))
    (Or.inl ENNReal.top_ne_zero)
  rw [ENNReal.top_mul hv] at hlim
  refine top_le_iff.mp (le_of_tendsto hlim ?_)
  filter_upwards [eventually_ge_atTop (τ * P / R), eventually_gt_atTop 0] with s hs hs0
  -- collapse radius chosen so that the Coulomb exponent equals `s`
  have hεR : τ * P / s ≤ R := by
    rw [div_le_iff₀ hs0]
    rw [div_le_iff₀ hR] at hs
    linarith
  have hexp : τ * (P / (τ * P / s)) = s := by
    field_simp
  have h := collapse_bound (P := P) k hτ (div_pos ha hs0) hεR
  rw [hexp, mul_pow (ENNReal.ofReal _),
    ← ENNReal.ofReal_pow (pow_pos (div_pos ha hs0) 3).le, ← mul_assoc (ENNReal.ofReal _),
    ← ENNReal.ofReal_mul (Real.exp_pos _).le] at h
  refine le_trans (le_of_eq ?_) h
  simp only [Function.comp_apply]
  congr 2
  rw [sub_eq_add_neg, Real.exp_add, ← pow_mul, div_pow]
  ring
```

## (d) The integrand written out in unit balls

Let $B_1$ be the open unit ball and $\tau>0$. Show that
$$\int_{B_1^P}\exp\Big(-k\sum_j\|x_{j+1}-x_j\|^2+\tau\sum_j\frac1{\|x_j\|}\Big)dx=\infty .$$

**Solution.** Take $R=1$ in (c) and insert $V_C$. The two minus signs in the potential term cancel, which gives the displayed integrand. Lean does this by unfolding the definitions. Every real $k$ is allowed, including the physical $k>0$.

For path-integral Monte Carlo, this means that the primitive weight of one electron and a fixed bare nucleus cannot be normalised to a probability density at any finite $P$.

```lean
/-- The primitive hydrogen integrand on cyclic beads has infinite Lebesgue integral over the
product of unit balls. -/
theorem primitive_hydrogen_diverges (P : ℕ) [NeZero P] (k : ℝ) {τ : ℝ} (hτ : 0 < τ) :
    ∫⁻ x in Set.univ.pi (fun _ : Fin P => ball (0 : Space) 1),
      ENNReal.ofReal (Real.exp
        (-k * ∑ j, ‖x (j + 1) - x j‖ ^ 2 + τ * ∑ j, 1 / ‖x j‖)) = ⊤ := by
  have h := hydrogen_eq_top P k hτ one_pos
  simpa only [partitionFunction, cell, weight, spring, coulomb, Finset.sum_neg_distrib,
    mul_neg, sub_neg_eq_add] using h
```

## (e) A sufficient condition for finiteness

Let $V$ be measurable, and suppose that $-\tau V(y)\le B$ for some real $B$ and all $\|y\|<R$. Show that
$$Z_P(V)<\infty .$$

**Solution.** Adding the assumption over the beads gives $-\tau\sum_jV(x_j)\le PB$. With (a), the weight is at most $e^{|k|P(2R)^2+PB}$ throughout the cell. The cell is a product of $P$ balls of finite volume, so the integral is at most a finite constant times a finite volume. These are `hpoint` and `hvol`. The Lean statement does not ask for measurability, because `∫⁻` is defined for every non-negative function, as the supremum of the integrals of measurable simple functions below it.

```lean
/-- If `-τ V` is bounded above on the open ball of radius `R`, the discretized partition function is
finite. -/
theorem partitionFunction_lt_top (P : ℕ) [NeZero P] (k τ R B : ℝ) (V : Space → ℝ)
    (hV : ∀ y ∈ ball (0 : Space) R, -(τ * V y) ≤ B) :
    partitionFunction P k τ R V < ⊤ := by
  have hmeas : MeasurableSet (cell P R) := MeasurableSet.univ_pi fun _ => measurableSet_ball
  have hvol : volume (cell P R) < ⊤ := by
    rw [cell, volume_pi_pi]
    exact ENNReal.prod_lt_top fun _ _ => measure_ball_lt_top
  have hpoint : ∀ x ∈ cell P R, ENNReal.ofReal (weight k τ V x)
      ≤ ENNReal.ofReal (Real.exp (|k| * (P * (2 * R) ^ 2) + P * B)) := by
    intro x hx
    refine ENNReal.ofReal_le_ofReal (Real.exp_le_exp.mpr ?_)
    have h1 := (abs_le.mp (abs_spring_le k hx)).1
    have h2 : -(τ * ∑ j, V (x j)) ≤ P * B := by
      calc -(τ * ∑ j, V (x j)) = ∑ j, -(τ * V (x j)) := by
            rw [Finset.mul_sum, Finset.sum_neg_distrib]
        _ ≤ ∑ _j : Fin P, B := Finset.sum_le_sum fun j _ => hV _ (hx j (Set.mem_univ j))
        _ = P * B := by
            rw [Finset.sum_const, Finset.card_univ, Fintype.card_fin, nsmul_eq_mul]
    linarith
  refine (setLIntegral_mono' hmeas hpoint).trans_lt ?_
  rw [setLIntegral_const]
  exact ENNReal.mul_lt_top ENNReal.ofReal_lt_top hvol
```

## (f) The sign of the time step

Let $R>0$. Show that
$$Z_P(V_C)=\infty\iff\tau>0 .$$

**Solution.** If $\tau>0$, use (c). If $\tau\le0$, then $-\tau V_C(y)=\tau/\|y\|\le0$ away from the nucleus, and (e) with $B=0$ gives a finite value. A negative $\tau$ amounts to a repulsive centre with a positive time step. Lean proves the forward implication by contradiction from the same bound.

```lean
/-- In a cell of positive radius the Coulomb partition function diverges exactly when `τ` is
positive. -/
theorem hydrogen_eq_top_iff (P : ℕ) [NeZero P] (k τ : ℝ) {R : ℝ} (hR : 0 < R) :
    partitionFunction P k τ R coulomb = ⊤ ↔ 0 < τ := by
  refine ⟨fun h => ?_, fun hτ => hydrogen_eq_top P k hτ hR⟩
  by_contra hτ
  refine (partitionFunction_lt_top P k τ R 0 coulomb fun y _ => ?_).ne h
  have h1 : 0 ≤ -τ * (1 / ‖y‖) := mul_nonneg (by linarith) (by positivity)
  unfold coulomb
  linarith
```

## (g) Softening the nucleus

Let $a>0$. Show that for every real $\tau$
$$Z_P(V_a)<\infty .$$

**Solution.** Since $\sqrt{\|y\|^2+a^2}\ge a$, we have $-\tau V_a(y)\le|\tau|/a$. Now apply (e) with $B=|\tau|/a$. This settles finiteness at fixed $a$ and $P$; it says nothing about how well the softened model approximates hydrogen.

Modelling the beads in all of $\mathbb R^3$ would change this answer. The ring could then be translated without limit while the potential term stays bounded, so the softened integral would be infinite too, for a reason unrelated to the nucleus. The cell separates the two effects.

```lean
/-- With the Coulomb potential softened at a positive length, the discretized partition
function of the cell is finite. -/
theorem softCoulomb_lt_top (P : ℕ) [NeZero P] (k τ R : ℝ) {a : ℝ} (ha : 0 < a) :
    partitionFunction P k τ R (softCoulomb a) < ⊤ := by
  refine partitionFunction_lt_top P k τ R (|τ| * (1 / a)) _ fun y _ => ?_
  have h1 : a ≤ Real.sqrt (‖y‖ ^ 2 + a ^ 2) :=
    Real.le_sqrt_of_sq_le (by linarith [sq_nonneg ‖y‖])
  have h2 : 1 / Real.sqrt (‖y‖ ^ 2 + a ^ 2) ≤ 1 / a := one_div_le_one_div_of_le ha h1
  calc -(τ * softCoulomb a y) = τ * (1 / Real.sqrt (‖y‖ ^ 2 + a ^ 2)) := by
        unfold softCoulomb
        ring
    _ ≤ |τ| * (1 / Real.sqrt (‖y‖ ^ 2 + a ^ 2)) :=
        mul_le_mul_of_nonneg_right (le_abs_self τ) (by positivity)
    _ ≤ |τ| * (1 / a) := mul_le_mul_of_nonneg_left h2 (abs_nonneg τ)

end PrimitiveHydrogen
```

```lean
#print axioms PrimitiveHydrogen.primitive_hydrogen_diverges
-- 'PrimitiveHydrogen.primitive_hydrogen_diverges' depends on axioms: [propext, Classical.choice, Quot.sound]
#print axioms PrimitiveHydrogen.hydrogen_eq_top_iff
-- 'PrimitiveHydrogen.hydrogen_eq_top_iff' depends on axioms: [propext, Classical.choice, Quot.sound]
#print axioms PrimitiveHydrogen.softCoulomb_lt_top
-- 'PrimitiveHydrogen.softCoulomb_lt_top' depends on axioms: [propext, Classical.choice, Quot.sound]
```
